# Spin factorisation of a real symmetric Bethe–Salpeter matrix: positive semidefinite exchange puts the lowest triplet at or below the lowest singlet

If the lowest eigenvalue of a spin-resolved Bethe–Salpeter matrix is read as the onset of absorption, the onset can come out too low: the state may be a triplet, which is dark when spin–orbit coupling is neglected. For a closed-shell system without spin–orbit coupling, with static screening, in the Tamm–Dancoff approximation and a finite pair basis, the spectrum can instead be obtained from separate singlet and triplet matrices.

Let D hold the electron–hole pair energies, W the screened attraction and V the exchange built from the bare Coulomb interaction. Write

T = D − W,  S = D − W + 2V.

With rows separated by semicolons, the matrix on the ↑↑ and ↓↓ pairs is

M = (T + V, V; V, T + V).

In Lean, `n` is the finite set of spatial pairs, and `tripletH`, `singletH` and `spinH` are T, S and M. `fullSpinH` adds two spin-flip channels, each with matrix T. An excitation energy is a real eigenvalue with a nonzero real eigenvector, and `IsLowest A e` says that e is the smallest excitation energy of A.

```lean
import Mathlib

open Matrix

namespace BSESpinStructure

noncomputable section

variable {n : Type*} [Fintype n] [DecidableEq n]

/-- The triplet matrix `D - W`: pair energies minus the screened electron-hole attraction. -/
def tripletH (D W : Matrix n n ℝ) : Matrix n n ℝ := D - W

/-- The singlet matrix `D - W + 2V`, with the exchange matrix `V` counted twice. -/
def singletH (D W V : Matrix n n ℝ) : Matrix n n ℝ := D - W + (2 : ℝ) • V

/-- The matrix on the spin-conserving pairs (up-up and down-down): the attraction `W` acts
within each spin block, the exchange `V` within and between the blocks. -/
def spinH (D W V : Matrix n n ℝ) : Matrix (n ⊕ n) (n ⊕ n) ℝ :=
  fromBlocks (D - W + V) V V (D - W + V)

/-- The matrix on all four spin channels: the two spin-flip channels feel no exchange. -/
def fullSpinH (D W V : Matrix n n ℝ) : Matrix ((n ⊕ n) ⊕ (n ⊕ n)) ((n ⊕ n) ⊕ (n ⊕ n)) ℝ :=
  fromBlocks (spinH D W V) 0 0 (fromBlocks (tripletH D W) 0 0 (tripletH D W))

/-- `e` is an excitation energy of `A`: an eigenvalue with a nonzero real eigenvector. -/
def IsExcitation {m : Type*} [Fintype m] (A : Matrix m m ℝ) (e : ℝ) : Prop :=
  ∃ x : m → ℝ, x ≠ 0 ∧ A *ᵥ x = e • x

/-- `e` is the lowest excitation energy of `A`. -/
def IsLowest {m : Type*} [Fintype m] (A : Matrix m m ℝ) (e : ℝ) : Prop :=
  IsLeast {μ | IsExcitation A μ} e
```

The theorems take D, W and V as given real matrices, so the complex Hermitian matrices that Bloch orbitals generally give are not covered; deriving this block form from the Bethe–Salpeter equation is the step left to physics.

## Equal spin blocks give the factorisation without symmetry

The factorisation uses the spin symmetry built into M as equal diagonal blocks and equal couplings; D, W and V themselves need not be symmetric matrices. On the normalised combinations (x, x)/√2 and (x, −x)/√2, M acts as S and T. A change of basis without square roots is enough for the determinant. With P = (1, 0; 1, 1) and P⁻¹ = (1, 0; −1, 1),

P (S, V; 0, T) P⁻¹ = P (S − V, V; −T, T) = (S − V, V; S − V − T, V + T) = M,

because S − V = T + V. Hence

det(λ − M) = det(λ − S) det(λ − T).

The proof checks this product block by block, moves P to the other end with `charpoly_mul_comm` and cancels it against P⁻¹. The spin-flip channels contribute two more triplet factors.

```lean
/-- The characteristic polynomial of the spin matrix is that of the singlet matrix times
that of the triplet matrix. -/
theorem charpoly_spinH (D W V : Matrix n n ℝ) :
    (spinH D W V).charpoly = (singletH D W V).charpoly * (tripletH D W).charpoly := by
  -- a change of spin basis makes the matrix block triangular
  have h : spinH D W V = fromBlocks (1 : Matrix n n ℝ) 0 1 (1 : Matrix n n ℝ) *
      (fromBlocks (singletH D W V) V 0 (tripletH D W) *
        fromBlocks (1 : Matrix n n ℝ) 0 (-1) (1 : Matrix n n ℝ)) := by
    rw [spinH, fromBlocks_multiply, fromBlocks_multiply, fromBlocks_inj]
    refine ⟨?_, ?_, ?_, ?_⟩ <;>
      simp only [singletH, tripletH, Matrix.mul_one, Matrix.one_mul, Matrix.zero_mul,
        Matrix.mul_zero, Matrix.mul_neg] <;> module
  have h2 : fromBlocks (1 : Matrix n n ℝ) 0 (-1) (1 : Matrix n n ℝ) *
      fromBlocks (1 : Matrix n n ℝ) 0 1 (1 : Matrix n n ℝ) = 1 := by
    simp [fromBlocks_multiply]
  rw [h, Matrix.charpoly_mul_comm, Matrix.mul_assoc, h2, Matrix.mul_one,
    Matrix.charpoly_fromBlocks_zero₂₁]

/-- On all four spin channels the singlet factor occurs once and the triplet factor
three times. -/
theorem charpoly_fullSpinH (D W V : Matrix n n ℝ) :
    (fullSpinH D W V).charpoly =
      (singletH D W V).charpoly * (tripletH D W).charpoly ^ 3 := by
  rw [fullSpinH, Matrix.charpoly_fromBlocks_zero₂₁, Matrix.charpoly_fromBlocks_zero₂₁,
    charpoly_spinH]
  ring
```

## Symmetric D and W, and at least one pair

Real orbitals make D and W symmetric. T then has an orthonormal eigenbasis vᵢ with real energies eᵢ. If e is the lowest of them and x = Σᵢ cᵢvᵢ, then

⟨x, Tx⟩ = Σᵢ eᵢcᵢ² ≥ e Σᵢ cᵢ² = e⟨x, x⟩.

In Lean, excitation energies are first identified with the real roots of the characteristic polynomial, so there are finitely many. The spectral theorem supplies at least one if `n` is nonempty, and a lowest one follows. For the bound, the proof shows that T − e has no negative eigenvalue and is therefore positive semidefinite.

```lean
/-- The excitation energies are the real roots of the characteristic polynomial. -/
theorem isExcitation_iff_root (A : Matrix n n ℝ) (e : ℝ) :
    IsExcitation A e ↔ A.charpoly.eval e = 0 := by
  have key : ∀ x : n → ℝ, (scalar n e - A) *ᵥ x = e • x - A *ᵥ x := by
    intro x
    rw [Matrix.sub_mulVec]
    congr 1
    ext i
    simp [Matrix.scalar_apply, Matrix.mulVec_diagonal]
  rw [Matrix.eval_charpoly, ← Matrix.exists_mulVec_eq_zero_iff]
  simp only [key, sub_eq_zero]
  exact ⟨fun ⟨x, h0, h⟩ => ⟨x, h0, h.symm⟩, fun ⟨x, h0, h⟩ => ⟨x, h0, h.symm⟩⟩

/-- Each eigenvalue that the spectral theorem supplies for a real Hermitian matrix is an
excitation energy. -/
theorem isExcitation_eigenvalues {A : Matrix n n ℝ} (hA : A.IsHermitian) (i : n) :
    IsExcitation A (hA.eigenvalues i) := by
  refine ⟨(hA.eigenvectorBasis i).ofLp, fun h => ?_, hA.mulVec_eigenvectorBasis i⟩
  apply hA.eigenvectorBasis.orthonormal.ne_zero i
  ext j
  exact congrFun h j

/-- A real symmetric matrix on a nonempty set of pairs has a lowest excitation energy. -/
theorem exists_isLowest [Nonempty n] {A : Matrix n n ℝ} (hA : A.IsSymm) :
    ∃ e, IsLowest A e := by
  have hH : A.IsHermitian := by
    rw [Matrix.IsHermitian, Matrix.conjTranspose_eq_transpose_of_trivial, hA.eq]
  -- there are finitely many excitation energies, and at least one
  have hfin : {μ | IsExcitation A μ}.Finite :=
    (A.charpoly.roots.toFinset.finite_toSet).subset fun μ h =>
      Finset.mem_coe.mpr (Multiset.mem_toFinset.mpr
        ((Polynomial.mem_roots A.charpoly_monic.ne_zero).mpr
          ((isExcitation_iff_root A μ).mp h)))
  obtain ⟨e, he, hmin⟩ := Set.exists_min_image _ (fun μ : ℝ => μ) hfin
    ⟨_, isExcitation_eigenvalues hH (Classical.arbitrary n)⟩
  exact ⟨e, he, fun μ hμ => hmin μ hμ⟩

/-- Rayleigh bound: for a real symmetric matrix with lowest excitation energy `e`, the
quadratic form at `x` is at least `e` times the squared length of `x`. -/
theorem rayleigh_bound {A : Matrix n n ℝ} (hA : A.IsSymm) {e : ℝ} (he : IsLowest A e)
    (x : n → ℝ) : e * (x ⬝ᵥ x) ≤ x ⬝ᵥ A *ᵥ x := by
  have hB : (A - e • (1 : Matrix n n ℝ)).IsHermitian := by
    rw [Matrix.IsHermitian, Matrix.conjTranspose_eq_transpose_of_trivial,
      Matrix.transpose_sub, hA.eq, Matrix.transpose_smul, Matrix.transpose_one]
  -- the shifted matrix has no negative eigenvalue
  have hp : (A - e • (1 : Matrix n n ℝ)).PosSemidef := by
    refine hB.posSemidef_iff_eigenvalues_nonneg.mpr fun i => ?_
    obtain ⟨v, hv0, hv⟩ := isExcitation_eigenvalues hB i
    rw [Matrix.sub_mulVec, Matrix.smul_mulVec, Matrix.one_mulVec] at hv
    have h : e ≤ e + hB.eigenvalues i :=
      he.2 ⟨v, hv0, by linear_combination (norm := module) hv⟩
    show 0 ≤ hB.eigenvalues i
    linarith
  have h := hp.dotProduct_mulVec_nonneg x
  rw [star_trivial, Matrix.sub_mulVec, Matrix.smul_mulVec, Matrix.one_mulVec,
    dotProduct_sub, dotProduct_smul, smul_eq_mul] at h
  linarith
```

Only the symmetry of the difference D − W matters. Without it the ordering can fail: T = (0, 4; 0, 0) and V = ½(1, 1; 1, 1) give the single triplet energy 0, but a singlet at 1 − √5.

## Exchange with a non-negative quadratic form

For real orbitals, ⟨x, Vx⟩ is the Coulomb self-energy of the transition density formed with amplitudes x, up to a positive factor, and so is not negative. This is the assumption `hV`. Let Sx = e_S x with x ≠ 0, and let e_T be the lowest triplet energy. Then

e_S⟨x, x⟩ = ⟨x, Tx⟩ + 2⟨x, Vx⟩ ≥ e_T⟨x, x⟩,

and division by ⟨x, x⟩ > 0 gives e_T ≤ e_S. The proof does the same, with the singlet eigenvector as trial vector in `rayleigh_bound`.

```lean
/-- For symmetric `D` and `W` and an exchange matrix with non-negative quadratic form, the
lowest triplet energy is at most every singlet energy. -/
theorem triplet_le_singlet {D W V : Matrix n n ℝ} (hD : D.IsSymm) (hW : W.IsSymm)
    (hV : ∀ x : n → ℝ, 0 ≤ x ⬝ᵥ V *ᵥ x) {eT eS : ℝ}
    (hT : IsLowest (tripletH D W) eT) (hS : IsExcitation (singletH D W V) eS) :
    eT ≤ eS := by
  obtain ⟨x, hx0, hx⟩ := hS
  have hpos : 0 < x ⬝ᵥ x :=
    lt_of_le_of_ne (Finset.sum_nonneg fun i _ => mul_self_nonneg (x i))
      fun h => hx0 (dotProduct_self_eq_zero.mp h.symm)
  -- use the singlet eigenvector as a trial vector for the triplet matrix
  have hs : (tripletH D W).IsSymm := hD.sub hW
  have hr := rayleigh_bound hs hT x
  have hq := congrArg (fun y => x ⬝ᵥ y) hx
  simp only [singletH, Matrix.add_mulVec, Matrix.smul_mulVec, dotProduct_add,
    dotProduct_smul, smul_eq_mul] at hq
  rw [tripletH] at hr
  have hVx := hV x
  exact le_of_mul_le_mul_right (by linarith) hpos
```

## Symmetric V, for a lowest singlet to exist

The inequality above doesn't use the symmetry of V; the existence of a lowest singlet does. With T = 0 and V = (0, 1; −1, 0), the quadratic form vanishes, yet S has no real eigenvalue.

```lean
/-- For symmetric `D`, `W`, `V` on a nonempty set of pairs, with `V` positive semidefinite,
the lowest triplet and singlet energies exist and the triplet one is at most the singlet one. -/
theorem lowest_triplet_le_lowest_singlet [Nonempty n] {D W V : Matrix n n ℝ}
    (hD : D.IsSymm) (hW : W.IsSymm) (hVs : V.IsSymm)
    (hV : ∀ x : n → ℝ, 0 ≤ x ⬝ᵥ V *ᵥ x) :
    ∃ eT eS, IsLowest (tripletH D W) eT ∧ IsLowest (singletH D W V) eS ∧ eT ≤ eS := by
  obtain ⟨eT, hT⟩ := exists_isLowest (hD.sub hW : (tripletH D W).IsSymm)
  obtain ⟨eS, hS⟩ :=
    exists_isLowest ((hD.sub hW).add (hVs.smul 2) : (singletH D W V).IsSymm)
  exact ⟨eT, eS, hT, hS, triplet_le_singlet hD hW hV hT hS.1⟩
```

The next theorem doesn't need this symmetry either. By the factorisation, the energies of M are exactly those of S and T taken together. By the inequality above, no singlet energy lies below the lowest triplet energy, which is therefore the lowest energy of M.

```lean
/-- For symmetric `D` and `W` and an exchange matrix with non-negative quadratic form, the
lowest triplet energy is the lowest energy of the whole spin matrix. -/
theorem lowest_spinH_is_triplet {D W V : Matrix n n ℝ} (hD : D.IsSymm) (hW : W.IsSymm)
    (hV : ∀ x : n → ℝ, 0 ≤ x ⬝ᵥ V *ᵥ x) {eT : ℝ} (hT : IsLowest (tripletH D W) eT) :
    IsLowest (spinH D W V) eT := by
  -- by the factorisation, the spectrum is the union of the two spin sectors
  have h : ∀ μ, IsExcitation (spinH D W V) μ ↔
      IsExcitation (singletH D W V) μ ∨ IsExcitation (tripletH D W) μ := by
    intro μ
    simp only [isExcitation_iff_root, charpoly_spinH, Polynomial.eval_mul, mul_eq_zero]
  refine ⟨(h eT).mpr (Or.inr hT.1), fun μ hμ => ?_⟩
  rcases (h μ).mp hμ with hS | hT'
  · exact triplet_le_singlet hD hW hV hT hS
  · exact hT.2 hT'
```

## Negative exchange reverses the order

For V = −c·1 with c > 0, S = T − 2c. Every energy shifts down by 2c, and the lowest singlet lies below the lowest triplet. The Coulomb exchange described above can't take this form, because its quadratic form is not negative; the example shows that the symmetry of V alone doesn't give the ordering. An indefinite V may still respect it. The proof transfers eigenvectors between T and S unchanged.

```lean
/-- For the negative exchange matrix `V = -c` with `c > 0`, the lowest singlet energy is
`eT - 2c`, below the lowest triplet energy `eT`. -/
theorem singlet_below_triplet_of_negative_exchange {D W : Matrix n n ℝ} {eT c : ℝ}
    (hc : 0 < c) (hT : IsLowest (tripletH D W) eT) :
    IsLowest (singletH D W (-(c • (1 : Matrix n n ℝ)))) (eT - 2 * c) ∧
      eT - 2 * c < eT := by
  have key : ∀ x : n → ℝ, singletH D W (-(c • (1 : Matrix n n ℝ))) *ᵥ x =
      tripletH D W *ᵥ x - (2 * c) • x := by
    intro x
    have h : singletH D W (-(c • (1 : Matrix n n ℝ))) =
        tripletH D W - (2 * c) • (1 : Matrix n n ℝ) := by
      unfold singletH tripletH
      module
    rw [h, Matrix.sub_mulVec, Matrix.smul_mulVec, Matrix.one_mulVec]
  refine ⟨⟨?_, ?_⟩, by linarith⟩
  · obtain ⟨x, h0, hx⟩ := hT.1
    exact ⟨x, h0, by rw [key, hx]; module⟩
  · rintro μ ⟨x, h0, hx⟩
    rw [key] at hx
    have h : eT ≤ μ + 2 * c :=
      hT.2 ⟨x, h0, by linear_combination (norm := module) hx⟩
    linarith

end

end BSESpinStructure
```

```lean
#print axioms BSESpinStructure.charpoly_fullSpinH
#print axioms BSESpinStructure.lowest_triplet_le_lowest_singlet
#print axioms BSESpinStructure.lowest_spinH_is_triplet
#print axioms BSESpinStructure.singlet_below_triplet_of_negative_exchange
```

```
'BSESpinStructure.charpoly_fullSpinH' depends on axioms: [propext, Classical.choice, Quot.sound]
'BSESpinStructure.lowest_triplet_le_lowest_singlet' depends on axioms: [propext, Classical.choice, Quot.sound]
'BSESpinStructure.lowest_spinH_is_triplet' depends on axioms: [propext, Classical.choice, Quot.sound]
'BSESpinStructure.singlet_below_triplet_of_negative_exchange' depends on axioms: [propext, Classical.choice, Quot.sound]
```
